# Too many electron labels from two neighbouring columns of a Young tableau force a shared row after any column permutation

A Young tableau here places finitely many electron labels in the cells of a diagram, one label to each cell. Take a set `X` of labels from column `j` and a set `Y` from column `j + 1`, with more labels in the two sets together than column `j` has cells. The lemma states that for every permutation `τ` that keeps each label in its column, there are two distinct labels `u` and `v` in `X ∪ Y` such that `τ⁻¹ u` and `τ⁻¹ v` stand in the same row of the tableau. The proof is by the pigeonhole principle: it sends each label `u` to the row of `τ⁻¹ u` and shows that this row number is always below the length of column `j`, since the column to the right is never longer.

This version doesn't compile in Lean 4 with Mathlib:

```lean
import Mathlib

open Equiv Finset

namespace ExistsSameRow

noncomputable section

/-- A Young tableau of shape `μ`: each letter (electron label) occupies one cell, and every cell
holds exactly one letter. -/
abbrev Tableau (μ : YoungDiagram) (α : Type*) := α ≃ {c : ℕ × ℕ // c ∈ μ}

variable {α : Type*} [Fintype α] [DecidableEq α] {μ : YoungDiagram}

/-- The row in which a letter stands, counted from zero. -/
def row (T : Tableau μ α) (a : α) : ℕ := (T a).1.1

/-- The column in which a letter stands, counted from zero. -/
def col (T : Tableau μ α) (a : α) : ℕ := (T a).1.2

/-- The permutations that keep every letter in its column. -/
def colGroup (T : Tableau μ α) : Finset (Perm α) :=
  univ.filter fun σ => ∀ a, col T (σ a) = col T a

/-- Pigeonhole step: if `X` in column `j` and `Y` in column `j + 1` have together more letters
than column `j` has cells, then any column permutation `τ` has two distinct letters of `X ∪ Y`
whose preimages under `τ` share a row. -/
theorem exists_same_row (T : Tableau μ α) (j : ℕ) (X Y : Finset α)
    (hX : ∀ x ∈ X, col T x = j) (hY : ∀ y ∈ Y, col T y = j + 1)
    (hcard : μ.colLen j < X.card + Y.card) {τ : Perm α} (hτ : τ ∈ colGroup T) :
    ∃ u ∈ X ∪ Y, ∃ v ∈ X ∪ Y, u ≠ v ∧ row T (τ⁻¹ u) = row T (τ⁻¹ v) := by
  have hd : Disjoint X Y := Finset.disjoint_left.2 fun x hx hy => by
    have h1 := hX x hx
    have h2 := hY x hy
    omega
  have hlt : (Finset.range (μ.colLen j)).card < (X ∪ Y).card := by
    rw [Finset.card_range, Finset.card_union_of_disjoint hd]
    exact hcard
  refine Finset.exists_ne_map_eq_of_card_lt_of_maps_to (f := fun u => row T (τ⁻¹ u)) hlt ?_
  intro u hu
  have hu' : u ∈ X ∨ u ∈ Y := by simpa using hu
  have hc := (Finset.mem_filter.1 hτ).2 (τ⁻¹ u)
  rw [Perm.apply_inv_self] at hc
  have hm : row T (τ⁻¹ u) < μ.colLen (col T (τ⁻¹ u)) :=
    YoungDiagram.mem_iff_lt_colLen.1 (T (τ⁻¹ u)).2
  -- the column to the right is never longer
  have hanti := μ.colLen_anti j (j + 1) (Nat.le_succ j)
  have key : row T (τ⁻¹ u) < μ.colLen j := by
    rw [← hc] at hm
    rcases hu' with h | h
    · rwa [hX u h] at hm
    · rw [hY u h] at hm
      exact lt_of_lt_of_le hm hanti
  simpa using key

end

end ExistsSameRow
```

Messages:

```
Main.lean:43:6: error(lean.unknownIdentifier): Unknown constant `Equiv.Perm.apply_inv_self`
Main.lean:31:71: error: unsolved goals
α : Type u_1
inst✝¹ : Fintype α
inst✝ : DecidableEq α
μ : YoungDiagram
T : Tableau μ α
j : ℕ
X Y : Finset α
hX : ∀ x ∈ X, col T x = j
hY : ∀ y ∈ Y, col T y = j + 1
hcard : μ.colLen j < #X + #Y
τ : Perm α
hτ : τ ∈ colGroup T
hd : Disjoint X Y
hlt : #(range (μ.colLen j)) < #(X ∪ Y)
u : α
hu : u ∈ ↑(X ∪ Y)
hu' : u ∈ X ∨ u ∈ Y
hc : col T (τ (τ⁻¹ u)) = col T (τ⁻¹ u)
⊢ (fun u => row T (τ⁻¹ u)) u ∈ ↑(range (μ.colLen j))
```

Diagnosis. The first message says that the constant `Equiv.Perm.apply_inv_self` does not exist in the Mathlib being used. The file writes it as `Perm.apply_inv_self`, with `Equiv` opened. The rewrite was meant to turn `τ (τ⁻¹ u)` into `u` inside `hc`, and without the lemma it could not run.

The second message is a consequence of the first. The proof stopped at the failed rewrite, so the goal that the row of `τ⁻¹ u` lies in the range was left open, and `hc` is shown still containing `τ (τ⁻¹ u)`.

The repair states the cancellation as its own fact, `hcancel : τ (τ⁻¹ u) = u`, and proves it with `Equiv.apply_symm_apply τ u`. That lemma speaks of `τ.symm` where the fact has `τ⁻¹`, but the inverse of a permutation is by definition its `symm`, so Lean accepts the proof. Because `hcancel` is written with `τ⁻¹`, its left side matches the term in `hc`. The rewrite then gives `col T u = col T (τ⁻¹ u)`, which the later steps need, and they go through unchanged.

The mended proof, as a diff:

```diff
@@ -41,5 +41,6 @@
   have hu' : u ∈ X ∨ u ∈ Y := by simpa using hu
   have hc := (Finset.mem_filter.1 hτ).2 (τ⁻¹ u)
-  rw [Perm.apply_inv_self] at hc
+  have hcancel : τ (τ⁻¹ u) = u := Equiv.apply_symm_apply τ u
+  rw [hcancel] at hc
   have hm : row T (τ⁻¹ u) < μ.colLen (col T (τ⁻¹ u)) :=
     YoungDiagram.mem_iff_lt_colLen.1 (T (τ⁻¹ u)).2
```
